# On a finite lattice with on-site attraction and no repulsion, one polaron lies below its separated fragments

## Skipping the search over fragments

To find the ground state of a self-trapped carrier in a lattice model with classical displacements, one minimises the energy at the full charge of the carrier. One does not also compute half a carrier here and half a carrier far away, add the two energies and compare. Omitting that comparison is safe if the energy of the whole is always below the sum of the energies of its parts. This holds for a real orbital on finitely many sites, provided that the lattice-mediated interaction is attractive on every site and repulsive between no pair of sites.

## Where the attraction comes from

Let a carrier have real amplitudes $\psi_i$ on sites $i = 1,\dots,N$, with density $n_i = \psi_i^2$ and charge $\langle\psi,\psi\rangle = \sum_i n_i$. In the Holstein model with classical displacements, each site has a coordinate $x_i$ with energy $\tfrac12 k x_i^2 - \gamma x_i n_i$, where $k > 0$ is the stiffness and $\gamma$ the coupling to the carrier. The minimum is at $x_i = \gamma n_i/k$ and equals $-\gamma^2 n_i^2/(2k)$. The relaxed lattice therefore contributes $-\tfrac12\langle n, W n\rangle$ with $W_{ii} = \gamma^2/k$ and no off-diagonal entries. Couplings of longer range can add off-diagonal entries, and these may have either sign: a displacement coupled to the difference $n_i - n_{i+1}$ gives a negative entry, which is a repulsion between the two sites.

With $H$ the matrix of site energies and hoppings, the energy is

$$\mathcal E(\psi) = \langle\psi,H\psi\rangle - \tfrac12\langle n,Wn\rangle,$$

and $E(m)$ denotes its minimum over orbitals of charge $m$.

## The inequality and its formal reading

Suppose that $W_{ij}\ge 0$ for all $i,j$ and $W_{ii}>0$ for all $i$. Then for all $a,b>0$

$$E(a+b) < E(a)+E(b).$$

This is `polaron_never_splits`. Its ingredients translate as follows.

- The type `ι` is the set of sites, finite and nonempty; `Fintype.card ι` is $N$.
- `density`, `interaction` and `energy` are $n$, $\langle n,Wn\rangle$ and $\mathcal E$. The factor $\tfrac12$ sits in `energy`, not in `interaction`.
- `groundEnergy H W m` is the infimum of the energy over real orbitals with `ψ ⬝ᵥ ψ = m`. The theorem `groundEnergy_isLeast` shows that it is a minimum for $m\ge0$.
- `hW` says that the lattice mediates no repulsion between any two sites, and `hd` that charge on any site attracts itself. The Holstein coupling with $\gamma\neq0$ satisfies both.
- `H` is an arbitrary real matrix. Neither it nor `W` has to be symmetric, although in the physical model both are.

The sum $E(a)+E(b)$ gives each fragment its own copy of the whole system, with no interaction between the copies. This is how the model represents infinite separation.

The model has one real orbital and classical displacements. Complex orbitals, quantum phonons and interactions with repulsive entries lie beyond its hypotheses.

## Derivation by rescaling the minimiser

**Scaling.** Replacing $\psi$ by $c\psi$ multiplies $n$ by $c^2$. The one-particle energy $T=\langle\psi,H\psi\rangle$ is multiplied by $c^2$ and the interaction $I=\langle n,Wn\rangle$ by $c^4$. Attraction grows faster than charge.

**A floor for the interaction.** Let $W_{ii}\ge g\ge0$ for all $i$, and let $\psi$ have charge $m$. Dropping the non-negative off-diagonal terms and then using Cauchy–Schwarz gives

$$I \;\ge\; \sum_i W_{ii}n_i^2 \;\ge\; g\sum_i n_i^2 \;\ge\; \frac{g}{N}\Big(\sum_i n_i\Big)^2 = \frac{g m^2}{N}.$$

**Energy per unit charge.** Let $\psi$ be a minimiser at charge $m>0$, and let $M\ge m$. The orbital $\sqrt{M/m}\,\psi$ has charge $M$, so it is a trial state there:

$$E(M)\le \frac{M}{m}T-\frac{M^2}{m^2}\frac{I}{2}.$$

Divide this by $M$ and compare it with $E(m)/m = T/m - I/(2m)$. The terms in $T$ cancel, and

$$\frac{E(m)}{m}-\frac{E(M)}{M}\;\ge\;\frac{(M-m)\,I}{2m^2}\;\ge\;\frac{(M-m)\,g}{2N}.$$

**Two fragments.** Put $M=a+b$. Taking $m=a$ and multiplying by $a$, then taking $m=b$ and multiplying by $b$, gives

$$E(a)\ge \frac{a}{a+b}E(a+b)+\frac{gab}{2N},\qquad E(b)\ge \frac{b}{a+b}E(a+b)+\frac{gab}{2N}.$$

The sum is

$$E(a)+E(b)\ge E(a+b)+\frac{g\,ab}{N}.$$

With $g$ the smallest diagonal entry of $W$, which is positive, the inequality is strict.

On a single site $E(m)=Hm-\tfrac12Wm^2$, and splitting costs exactly $Wab$, so the bound is attained. At fixed $g$ the bound tends to zero as $N$ grows, and it yields no strict inequality for an infinite lattice.

**More fragments.** Let charges $q_k>0$, at least two of them, add up to $Q$. Each $q_k$ is smaller than $Q$, so the estimate per unit charge gives $E(q_k) > q_k\,E(Q)/Q$. Summing over $k$ gives $\sum_k E(q_k)>E(Q)$.

**No coupling.** For $W=0$ the bound with $g=0$ gives $E(a+b)\le E(a)+E(b)$. Conversely, rescale the minimiser at charge $a+b$ to the charges $a$ and $b$. The two trial energies are $\frac{a}{a+b}T$ and $\frac{b}{a+b}T$, which add up to $T=E(a+b)$. Hence $E(a)+E(b)=E(a+b)$, and non-negative entries of $W$ alone do not make the inequality strict.

## The Lean file

```lean
import Mathlib

open Matrix

namespace PolaronSplitting

noncomputable section

variable {ι : Type*} [Fintype ι]

/-- The charge density `n_i = ψ_i²` of a real orbital. -/
def density (ψ : ι → ℝ) : ι → ℝ := fun i => ψ i ^ 2

/-- The density-density form `⟨n, W n⟩` of an orbital. -/
def interaction (W : Matrix ι ι ℝ) (ψ : ι → ℝ) : ℝ :=
  density ψ ⬝ᵥ W *ᵥ density ψ

/-- The polaron energy `⟨ψ, H ψ⟩ - ⟨n, W n⟩ / 2`. -/
def energy (H W : Matrix ι ι ℝ) (ψ : ι → ℝ) : ℝ :=
  ψ ⬝ᵥ H *ᵥ ψ - interaction W ψ / 2

/-- The ground energy `E(m)`: the infimum of the polaron energy over orbitals of charge
`⟨ψ, ψ⟩ = m`, for `m ≥ 0` and at least one site. -/
def groundEnergy (H W : Matrix ι ι ℝ) (m : ℝ) : ℝ :=
  sInf (energy H W '' {ψ | ψ ⬝ᵥ ψ = m})

/-- Scaling the orbital by `c` scales the one-particle energy by `c²` and the
interaction by `c⁴`. -/
theorem energy_smul (H W : Matrix ι ι ℝ) (c : ℝ) (ψ : ι → ℝ) :
    energy H W (c • ψ) =
      c ^ 2 * (ψ ⬝ᵥ H *ᵥ ψ) - (c ^ 2) ^ 2 * interaction W ψ / 2 := by
  have hd : density (c • ψ) = c ^ 2 • density ψ := by
    ext i
    simp only [density, Pi.smul_apply, smul_eq_mul, mul_pow]
  simp only [energy, interaction, hd, Matrix.mulVec_smul, smul_dotProduct,
    dotProduct_smul, smul_eq_mul]
  ring

/-- On a nonempty finite set of sites the ground energy at charge `m ≥ 0` is attained:
it is a minimum. -/
theorem groundEnergy_isLeast [Nonempty ι] (H W : Matrix ι ι ℝ) {m : ℝ} (hm : 0 ≤ m) :
    IsLeast (energy H W '' {ψ | ψ ⬝ᵥ ψ = m}) (groundEnergy H W m) := by
  classical
  have hcont : Continuous (energy H W) := by
    unfold energy interaction density
    simp only [dotProduct, Matrix.mulVec]
    fun_prop
  have hclosed : IsClosed {ψ : ι → ℝ | ψ ⬝ᵥ ψ = m} := by
    refine isClosed_eq ?_ continuous_const
    simp only [dotProduct]
    fun_prop
  -- the sphere of charge m is closed and lies in a box
  have hcompact : IsCompact {ψ : ι → ℝ | ψ ⬝ᵥ ψ = m} := by
    refine IsCompact.of_isClosed_subset
      (isCompact_univ_pi (fun _ : ι => isCompact_Icc (a := -(m + 1)) (b := m + 1)))
      hclosed ?_
    intro ψ hψ i _
    have h1 : ψ i * ψ i ≤ ψ ⬝ᵥ ψ :=
      Finset.single_le_sum (f := fun j => ψ j * ψ j)
        (fun j _ => mul_self_nonneg (ψ j)) (Finset.mem_univ i)
    have h2 : ψ ⬝ᵥ ψ = m := hψ
    constructor <;> nlinarith [sq_nonneg (ψ i + 1), sq_nonneg (ψ i - 1)]
  have hne : {ψ : ι → ℝ | ψ ⬝ᵥ ψ = m}.Nonempty := by
    obtain ⟨i⟩ := ‹Nonempty ι›
    refine ⟨Pi.single i (Real.sqrt m), ?_⟩
    simp [Real.mul_self_sqrt hm]
  exact (hcompact.image hcont).isLeast_sInf (hne.image _)

/-- An orbital of charge `m > 0`, rescaled to charge `M ≥ 0`, bounds the ground energy
at charge `M` from above. -/
theorem groundEnergy_le_rescaled [Nonempty ι] (H W : Matrix ι ι ℝ) {ψ : ι → ℝ} {m M : ℝ}
    (hm : 0 < m) (hM : 0 ≤ M) (hψ : ψ ⬝ᵥ ψ = m) :
    groundEnergy H W M ≤
      M / m * (ψ ⬝ᵥ H *ᵥ ψ) - (M / m) ^ 2 * interaction W ψ / 2 := by
  have hs : Real.sqrt (M / m) ^ 2 = M / m := Real.sq_sqrt (by positivity)
  have hmem : (Real.sqrt (M / m) • ψ) ⬝ᵥ (Real.sqrt (M / m) • ψ) = M := by
    rw [smul_dotProduct, dotProduct_smul, hψ, smul_eq_mul, smul_eq_mul, ← mul_assoc,
      ← sq, hs, div_mul_cancel₀ M hm.ne']
  have h := (groundEnergy_isLeast H W hM).2 (Set.mem_image_of_mem (energy H W) hmem)
  rwa [energy_smul, hs] at h

/-- If `W` has nonnegative entries and diagonal at least `g ≥ 0`, then spreading the
charge over all `N` sites cannot push `⟨n, W n⟩` below `g ⟨ψ, ψ⟩² / N`. -/
theorem interaction_lower_bound {W : Matrix ι ι ℝ} {g : ℝ} (hg : 0 ≤ g)
    (hW : ∀ i j, 0 ≤ W i j) (hd : ∀ i, g ≤ W i i) (ψ : ι → ℝ) :
    g * (ψ ⬝ᵥ ψ) ^ 2 ≤ Fintype.card ι * interaction W ψ := by
  have h0 : ψ ⬝ᵥ ψ = ∑ i, ψ i ^ 2 := by simp only [dotProduct, sq]
  have h1 : (∑ i, ψ i ^ 2) ^ 2 ≤ (Fintype.card ι : ℝ) * ∑ i, (ψ i ^ 2) ^ 2 :=
    sq_sum_le_card_mul_sum_sq (s := Finset.univ) (f := fun i => ψ i ^ 2)
  -- keep only the on-site part of the interaction
  have h2 : g * ∑ i, (ψ i ^ 2) ^ 2 ≤ interaction W ψ := by
    rw [Finset.mul_sum]
    refine Finset.sum_le_sum fun i _ => ?_
    have h3 : W i i * ψ i ^ 2 ≤ (W *ᵥ density ψ) i :=
      Finset.single_le_sum (f := fun j => W i j * ψ j ^ 2)
        (fun j _ => mul_nonneg (hW i j) (sq_nonneg _)) (Finset.mem_univ i)
    calc g * (ψ i ^ 2) ^ 2 ≤ W i i * (ψ i ^ 2) ^ 2 :=
          mul_le_mul_of_nonneg_right (hd i) (sq_nonneg _)
      _ = ψ i ^ 2 * (W i i * ψ i ^ 2) := by ring
      _ ≤ ψ i ^ 2 * (W *ᵥ density ψ) i := mul_le_mul_of_nonneg_left h3 (sq_nonneg _)
  have h4 := mul_le_mul_of_nonneg_left h1 hg
  have h5 := mul_le_mul_of_nonneg_left h2 (Nat.cast_nonneg (α := ℝ) (Fintype.card ι))
  rw [h0]
  linarith

/-- For `W` with nonnegative entries and diagonal at least `g ≥ 0`, the ground energy per
unit charge drops by at least `(M - m) g / (2N)` when the charge grows from `m > 0` to `M`. -/
theorem energy_per_charge [Nonempty ι] (H : Matrix ι ι ℝ) {W : Matrix ι ι ℝ} {g : ℝ}
    (hg : 0 ≤ g) (hW : ∀ i j, 0 ≤ W i j) (hd : ∀ i, g ≤ W i i) {m M : ℝ}
    (hm : 0 < m) (hmM : m ≤ M) :
    groundEnergy H W M / M + (M - m) * (g / Fintype.card ι) / 2
      ≤ groundEnergy H W m / m := by
  have hM : 0 < M := hm.trans_le hmM
  have hN : (0 : ℝ) < Fintype.card ι := Nat.cast_pos.mpr Fintype.card_pos
  obtain ⟨ψ, hψ, hE⟩ := (groundEnergy_isLeast H W hm.le).1
  have hψ' : ψ ⬝ᵥ ψ = m := hψ
  have h2 := interaction_lower_bound hg hW hd ψ
  rw [hψ'] at h2
  have h3 : g / Fintype.card ι ≤ interaction W ψ / m ^ 2 := by
    rw [div_le_div_iff₀ hN (by positivity)]
    linarith
  -- the minimiser at charge m is a trial state at charge M
  have h4 : groundEnergy H W M / M
      ≤ (ψ ⬝ᵥ H *ᵥ ψ) / m - M * (interaction W ψ / m ^ 2) / 2 := by
    rw [div_le_iff₀ hM]
    refine (groundEnergy_le_rescaled H W hm hM.le hψ').trans_eq ?_
    ring
  have h5 : groundEnergy H W m / m
      = (ψ ⬝ᵥ H *ᵥ ψ) / m - m * (interaction W ψ / m ^ 2) / 2 := by
    rw [← hE, energy]
    field_simp
  have h6 := mul_le_mul_of_nonneg_left h3 (sub_nonneg.mpr hmM)
  rw [h5]
  linarith

/-- For `W` with nonnegative entries and diagonal at least `g ≥ 0` on `N` sites, splitting
a polaron into charges `a, b > 0` costs at least `g a b / N`. -/
theorem splitting_cost [Nonempty ι] (H : Matrix ι ι ℝ) {W : Matrix ι ι ℝ} {g : ℝ}
    (hg : 0 ≤ g) (hW : ∀ i j, 0 ≤ W i j) (hd : ∀ i, g ≤ W i i) {a b : ℝ}
    (ha : 0 < a) (hb : 0 < b) :
    groundEnergy H W (a + b) + g / Fintype.card ι * (a * b)
      ≤ groundEnergy H W a + groundEnergy H W b := by
  have h1 := energy_per_charge H hg hW hd ha (show a ≤ a + b by linarith)
  have h2 := energy_per_charge H hg hW hd hb (show b ≤ a + b by linarith)
  rw [le_div_iff₀ ha] at h1
  rw [le_div_iff₀ hb] at h2
  have h3 := div_mul_cancel₀ (groundEnergy H W (a + b)) (add_pos ha hb).ne'
  generalize groundEnergy H W (a + b) / (a + b) = x at h1 h2 h3
  rw [← h3]
  linarith

/-- If `W` has nonnegative entries and a positive diagonal, one polaron of charge `a + b`
lies strictly below two separate polarons of charges `a, b > 0`. -/
theorem polaron_never_splits [Nonempty ι] (H : Matrix ι ι ℝ) {W : Matrix ι ι ℝ}
    (hW : ∀ i j, 0 ≤ W i j) (hd : ∀ i, 0 < W i i) {a b : ℝ} (ha : 0 < a) (hb : 0 < b) :
    groundEnergy H W (a + b) < groundEnergy H W a + groundEnergy H W b := by
  -- the weakest on-site coupling sets the scale
  obtain ⟨k, hk⟩ := Finite.exists_min (fun i => W i i)
  have h := splitting_cost H (hd k).le hW hk ha hb
  have hN : (0 : ℝ) < Fintype.card ι := Nat.cast_pos.mpr Fintype.card_pos
  have hpos : 0 < W k k / Fintype.card ι * (a * b) :=
    mul_pos (div_pos (hd k) hN) (mul_pos ha hb)
  linarith

/-- If `W` has nonnegative entries and a positive diagonal, one polaron also lies strictly
below any finite collection of two or more positive fragments with the same total charge. -/
theorem polaron_never_fragments [Nonempty ι] (H : Matrix ι ι ℝ) {W : Matrix ι ι ℝ}
    (hW : ∀ i j, 0 ≤ W i j) (hd : ∀ i, 0 < W i i) {κ : Type*} {s : Finset κ}
    (hs : s.Nontrivial) {q : κ → ℝ} (hq : ∀ k ∈ s, 0 < q k) :
    groundEnergy H W (∑ k ∈ s, q k) < ∑ k ∈ s, groundEnergy H W (q k) := by
  obtain ⟨i, hi⟩ := Finite.exists_min (fun i => W i i)
  have hN : (0 : ℝ) < Fintype.card ι := Nat.cast_pos.mpr Fintype.card_pos
  have hM : 0 < ∑ k ∈ s, q k := Finset.sum_pos hq hs.nonempty
  -- each fragment pays more per unit charge than the whole
  have key : ∀ k ∈ s, groundEnergy H W (∑ k ∈ s, q k) / (∑ k ∈ s, q k) * q k
      < groundEnergy H W (q k) := by
    intro k hk
    obtain ⟨j, hj, hjk⟩ := hs.exists_ne k
    have hlt : q k < ∑ k ∈ s, q k :=
      Finset.single_lt_sum hjk hk hj (hq j hj) (fun l hl _ => (hq l hl).le)
    have h := energy_per_charge H (hd i).le hW hi (hq k hk) hlt.le
    have hpos := mul_pos (sub_pos.mpr hlt) (div_pos (hd i) hN)
    rw [← lt_div_iff₀ (hq k hk)]
    linarith
  have h := Finset.sum_lt_sum_of_nonempty hs.nonempty key
  rwa [← Finset.mul_sum, div_mul_cancel₀ _ hM.ne'] at h

/-- Without coupling, `W = 0`, the ground energy is additive in the charges `a, b > 0`. -/
theorem additive_without_coupling [Nonempty ι] (H : Matrix ι ι ℝ) {a b : ℝ}
    (ha : 0 < a) (hb : 0 < b) :
    groundEnergy H 0 (a + b) = groundEnergy H 0 a + groundEnergy H 0 b := by
  have hab : 0 < a + b := add_pos ha hb
  apply le_antisymm
  · have h := splitting_cost H (W := 0) (g := 0) le_rfl (fun _ _ => le_rfl)
      (fun _ => le_rfl) ha hb
    rwa [zero_div, zero_mul, add_zero] at h
  · -- cut the minimiser of the whole into two rescaled copies
    obtain ⟨ψ, hψ, hE⟩ := (groundEnergy_isLeast H 0 hab.le).1
    have h0 : interaction (0 : Matrix ι ι ℝ) ψ = 0 := by simp [interaction]
    have h1 := groundEnergy_le_rescaled H 0 hab ha.le hψ
    have h2 := groundEnergy_le_rescaled H 0 hab hb.le hψ
    have h3 : a / (a + b) + b / (a + b) = 1 := by
      rw [← add_div, div_self hab.ne']
    rw [h0] at h1 h2
    rw [← hE, energy, h0]
    linear_combination h1 + h2 + (ψ ⬝ᵥ H *ᵥ ψ) * h3

end

end PolaronSplitting
```

```lean
#print axioms PolaronSplitting.polaron_never_splits
#print axioms PolaronSplitting.polaron_never_fragments
#print axioms PolaronSplitting.additive_without_coupling
```

```
'PolaronSplitting.polaron_never_splits' depends on axioms: [propext, Classical.choice, Quot.sound]
'PolaronSplitting.polaron_never_fragments' depends on axioms: [propext, Classical.choice, Quot.sound]
'PolaronSplitting.additive_without_coupling' depends on axioms: [propext, Classical.choice, Quot.sound]
```

## From compactness to the trial state

`energy_smul` is the scaling step. It first shows that the density is multiplied by `c ^ 2`, then pulls the scalars out of the products.

`groundEnergy_isLeast` supplies the minimiser that the derivation took for granted. The energy is a polynomial in the amplitudes, hence continuous. The set of orbitals of charge $m$ is closed, and it lies in a box because $\psi_i^2\le m$ implies $|\psi_i|\le m+1$; `nlinarith` finds this from the squares $(\psi_i\pm1)^2\ge0$. The set is nonempty, since the amplitude $\sqrt m$ can be placed on one site. A continuous function on a nonempty compact set attains its infimum.

`groundEnergy_le_rescaled` is the trial-state inequality for $E(M)$. It checks that the rescaled orbital has charge `M`, then applies the lower-bound half of `groundEnergy_isLeast`.

## The cost of splitting

`interaction_lower_bound` is the floor for $I$, multiplied through by $N$. Inside it, `h1` is Cauchy–Schwarz, `h3` drops the off-diagonal terms in one row of $W$, and `h2` sums over the rows.

`energy_per_charge` assembles the estimate per unit charge. The floor becomes $g/N\le I/m^2$ in `h3`, the trial state gives `h4`, and `h5` writes out $E(m)/m$ for the minimiser. In `h6` the floor is multiplied by $M-m\ge0$, and `linarith` combines the pieces.

`splitting_cost` uses this estimate twice, with $m=a$ and $m=b$, and clears the denominators $a$ and $b$. The quotient $E(a+b)/(a+b)$ is then replaced by a single variable `x`, which leaves an inequality that `linarith` can close.

## Strictness, many fragments and zero coupling

In `polaron_never_splits`, `Finite.exists_min` picks the site `k` with the smallest diagonal entry, and `splitting_cost` is applied with `g` equal to `W k k`. The resulting cost is positive, which makes the inequality strict.

`polaron_never_fragments` expresses "at least two fragments" as `s.Nontrivial`. For each fragment this provides a second one, so that its charge is strictly below the total. The statement `key` is the strict bound on $E(q_k)$, and summing it over `s` finishes the proof.

`additive_without_coupling` proves the two inequalities separately. The first is `splitting_cost` with `g := 0`. For the second, `h1` and `h2` are the two rescaled trial states, and `h3` says that their weights add up to one.
